# A potential on one benzene atom puts a kink in the highest level of the projected frontier pair

Q: What does "highest level" mean in your statement? If you define it as $\max(0,d/3)$, you have proved something about the maximum function and nothing about benzene.

A: It is defined as the supremum of the set of eigenvalues of a $2\times2$ matrix, and that matrix is built from the orbitals. The formula $\max(0,d/3)$ is then a theorem. The choice that does restrict the physics is the projection: the potential acts only within the degenerate pair, as in first-order degenerate perturbation theory, and coupling to the other four $\pi$ orbitals is left out.

Q: Then derive the levels by hand first.

A: Number the atoms $k=0,\dots,5$ and write $c_k=\cos(\pi k/3)/\sqrt3$ and $s_k=\sin(\pi k/3)/\sqrt3$ for the amplitudes of the two degenerate highest occupied $\pi$ orbitals in the Hückel model. The values are

$$\sqrt3\,c_k:\ 1,\tfrac12,-\tfrac12,-1,-\tfrac12,\tfrac12,\qquad s_k:\ 0,\tfrac12,\tfrac12,0,-\tfrac12,-\tfrac12 .$$

Hence $\sum_k c_k^2=\tfrac13\left(1+\tfrac14+\tfrac14+1+\tfrac14+\tfrac14\right)=1$ and $\sum_k s_k^2=4\cdot\tfrac14=1$. The cross terms give $\sum_k c_ks_k=\tfrac{1}{\sqrt3}\left(\tfrac14-\tfrac14+\tfrac14-\tfrac14\right)=0$. On every atom, $c_k^2+s_k^2=\tfrac13$.

Now put a potential $d$ on atom $m$ and write $c=c_m$, $s=s_m$. The projected matrix is

$$P=d\begin{pmatrix}c^2&cs\\cs&s^2\end{pmatrix}.$$

Let $Pv=ev$ with $v=(v_0,v_1)\neq0$, and set $a=cv_0+sv_1$. The two rows read $dca=ev_0$ and $dsa=ev_1$. Multiplying them by $c$ and $s$ and adding gives $(d/3)\,a=e\,a$. Either $e=d/3$, or $a=0$; in the second case $ev_0=ev_1=0$, so $e=0$.

Both values occur. The normalised vector $\sqrt3(-s,c)$ has eigenvalue $0$ and describes an orbital with a node on atom $m$. The normalised vector $\sqrt3(c,s)$ has eigenvalue $d/3$ and describes an orbital with density $1/3$ there.

The highest level is therefore $\max(0,d/3)$: it equals $d/3$ for $d\ge0$ and $0$ for $d\le0$. Its slopes at $d=0$ are $1/3$ from the right and $0$ from the left, so it has no derivative there. The lowest level is $\min(0,d/3)$, and the two add up to $d/3$, which is smooth.

Q: Is there a case I can see without solving anything?

A: Take $m=0$. The sine orbital vanishes on that atom, so $P$ is diagonal with entries $d/3$ and $0$. At $d=0$ the matrix is zero for every $m$, and both levels coincide at $0$.

Q: Now show me how these objects are written in Lean.

A: The atoms are the elements of `Fin 6`, and the orbitals are real functions on them.

```lean
import Mathlib

open Real Matrix

namespace BenzeneFrontierLevels

noncomputable section

/-- The cosine member of the degenerate frontier pair of benzene. -/
def cosOrb (k : Fin 6) : ℝ := Real.cos (π * ((k : ℕ) : ℝ) / 3) / √3

/-- The sine member of the degenerate frontier pair of benzene. -/
def sinOrb (k : Fin 6) : ℝ := Real.sin (π * ((k : ℕ) : ℝ) / 3) / √3
```

A potential is a function `w` on the atoms, diagonal in the atomic basis. `projected w` collects its matrix elements between the two orbitals.

```lean
/-- The matrix of an atomic potential `w` between the two frontier orbitals. -/
def projected (w : Fin 6 → ℝ) : Matrix (Fin 2) (Fin 2) ℝ :=
  !![∑ k, w k * cosOrb k ^ 2, ∑ k, w k * (cosOrb k * sinOrb k);
     ∑ k, w k * (cosOrb k * sinOrb k), ∑ k, w k * sinOrb k ^ 2]
```

A number belongs to `levels A` only if it has a nonzero eigenvector. Real vectors suffice because the projected matrix is real and symmetric.

```lean
/-- The energy levels of a two-orbital Hamiltonian: its real eigenvalues. -/
def levels (A : Matrix (Fin 2) (Fin 2) ℝ) : Set ℝ :=
  {e | ∃ v : Fin 2 → ℝ, v ≠ 0 ∧ A *ᵥ v = e • v}
```

The perturbation `Pi.single m d` is $d$ on atom $m$ and zero elsewhere. Energies are measured from the unperturbed pair.

```lean
/-- The highest level of the frontier pair with a potential `d` on atom `m`. -/
def highest (m : Fin 6) (d : ℝ) : ℝ := sSup (levels (projected (Pi.single m d)))

/-- The lowest level of the frontier pair with a potential `d` on atom `m`. -/
def lowest (m : Fin 6) (d : ℝ) : ℝ := sInf (levels (projected (Pi.single m d)))
```

Q: A set forgets multiplicity. Does that hurt at $d=0$?

A: No. The set is then $\{0\}$, its supremum and infimum are both $0$, and their sum is still the sum of the two coincident levels.

Q: What ties these functions to benzene, apart from their names?

A: Three checks. The first step is the table of amplitudes, obtained by reducing each angle to $0$, $\pi/3$ or $\pi$.

```lean
/-- The amplitudes of the cosine orbital on the six atoms. -/
theorem cosOrb_values :
    cosOrb 0 = (√3)⁻¹ ∧ cosOrb 1 = (√3)⁻¹ / 2 ∧ cosOrb 2 = -(√3)⁻¹ / 2 ∧
    cosOrb 3 = -(√3)⁻¹ ∧ cosOrb 4 = -(√3)⁻¹ / 2 ∧ cosOrb 5 = (√3)⁻¹ / 2 := by
  refine ⟨?_, ?_, ?_, ?_, ?_, ?_⟩
  · show Real.cos (π * ((0 : ℕ) : ℝ) / 3) / √3 = _
    rw [show π * ((0 : ℕ) : ℝ) / 3 = 0 by simp, Real.cos_zero]
    ring
  · show Real.cos (π * ((1 : ℕ) : ℝ) / 3) / √3 = _
    rw [show π * ((1 : ℕ) : ℝ) / 3 = π / 3 by (push_cast; ring), Real.cos_pi_div_three]
    ring
  · show Real.cos (π * ((2 : ℕ) : ℝ) / 3) / √3 = _
    rw [show π * ((2 : ℕ) : ℝ) / 3 = π - π / 3 by (push_cast; ring), Real.cos_pi_sub,
      Real.cos_pi_div_three]
    ring
  · show Real.cos (π * ((3 : ℕ) : ℝ) / 3) / √3 = _
    rw [show π * ((3 : ℕ) : ℝ) / 3 = π by (push_cast; ring), Real.cos_pi]
    ring
  · show Real.cos (π * ((4 : ℕ) : ℝ) / 3) / √3 = _
    rw [show π * ((4 : ℕ) : ℝ) / 3 = π / 3 + π by (push_cast; ring), Real.cos_add_pi,
      Real.cos_pi_div_three]
    ring
  · show Real.cos (π * ((5 : ℕ) : ℝ) / 3) / √3 = _
    rw [show π * ((5 : ℕ) : ℝ) / 3 = 2 * π - π / 3 by (push_cast; ring),
      Real.cos_two_pi_sub, Real.cos_pi_div_three]
    ring

/-- The amplitudes of the sine orbital on the six atoms. -/
theorem sinOrb_values :
    sinOrb 0 = 0 ∧ sinOrb 1 = 1 / 2 ∧ sinOrb 2 = 1 / 2 ∧
    sinOrb 3 = 0 ∧ sinOrb 4 = -1 / 2 ∧ sinOrb 5 = -1 / 2 := by
  have hq : √3 * (√3)⁻¹ = 1 := mul_inv_cancel₀ (by positivity)
  refine ⟨?_, ?_, ?_, ?_, ?_, ?_⟩
  · show Real.sin (π * ((0 : ℕ) : ℝ) / 3) / √3 = _
    rw [show π * ((0 : ℕ) : ℝ) / 3 = 0 by simp, Real.sin_zero, zero_div]
  · show Real.sin (π * ((1 : ℕ) : ℝ) / 3) / √3 = _
    rw [show π * ((1 : ℕ) : ℝ) / 3 = π / 3 by (push_cast; ring), Real.sin_pi_div_three]
    linear_combination (1 / 2) * hq
  · show Real.sin (π * ((2 : ℕ) : ℝ) / 3) / √3 = _
    rw [show π * ((2 : ℕ) : ℝ) / 3 = π - π / 3 by (push_cast; ring), Real.sin_pi_sub,
      Real.sin_pi_div_three]
    linear_combination (1 / 2) * hq
  · show Real.sin (π * ((3 : ℕ) : ℝ) / 3) / √3 = _
    rw [show π * ((3 : ℕ) : ℝ) / 3 = π by (push_cast; ring), Real.sin_pi, zero_div]
  · show Real.sin (π * ((4 : ℕ) : ℝ) / 3) / √3 = _
    rw [show π * ((4 : ℕ) : ℝ) / 3 = π / 3 + π by (push_cast; ring), Real.sin_add_pi,
      Real.sin_pi_div_three]
    linear_combination (-1 / 2) * hq
  · show Real.sin (π * ((5 : ℕ) : ℝ) / 3) / √3 = _
    rw [show π * ((5 : ℕ) : ℝ) / 3 = 2 * π - π / 3 by (push_cast; ring),
      Real.sin_two_pi_sub, Real.sin_pi_div_three]
    linear_combination (-1 / 2) * hq
```

Orthonormality follows by summing the table.

```lean
/-- The two frontier orbitals are normalised and mutually orthogonal. -/
theorem orbitals_orthonormal :
    ∑ k, cosOrb k ^ 2 = 1 ∧ ∑ k, sinOrb k ^ 2 = 1 ∧ ∑ k, cosOrb k * sinOrb k = 0 := by
  obtain ⟨c0, c1, c2, c3, c4, c5⟩ := cosOrb_values
  obtain ⟨s0, s1, s2, s3, s4, s5⟩ := sinOrb_values
  have hr : (√3)⁻¹ ^ 2 = (1 / 3 : ℝ) := by
    rw [inv_pow, Real.sq_sqrt (by norm_num)]
    norm_num
  simp only [Fin.sum_univ_six, c0, c1, c2, c3, c4, c5, s0, s1, s2, s3, s4, s5]
  refine ⟨?_, ?_, ?_⟩
  · linear_combination 3 * hr
  · norm_num
  · ring
```

The next theorem is the Hückel equation on the ring: the sum over the two neighbours returns the orbital itself. Addition in `Fin 6` wraps around, so atom 5 is next to atom 0. Both orbitals have eigenvalue $1$ of the neighbour matrix, hence the same energy $\alpha+\beta$, where $\alpha$ is the site energy and $\beta$ the hopping between neighbours. With $\beta<0$ this is the highest occupied pair of neutral benzene. The proof goes through the six atoms one at a time.

```lean
/-- Both orbitals solve the Hückel ring equation with the same eigenvalue 1 of the
neighbour matrix. -/
theorem orbitals_degenerate (k : Fin 6) :
    cosOrb (k + 1) + cosOrb (k - 1) = cosOrb k ∧
    sinOrb (k + 1) + sinOrb (k - 1) = sinOrb k := by
  obtain ⟨c0, c1, c2, c3, c4, c5⟩ := cosOrb_values
  obtain ⟨s0, s1, s2, s3, s4, s5⟩ := sinOrb_values
  fin_cases k
  · show cosOrb 1 + cosOrb 5 = cosOrb 0 ∧ sinOrb 1 + sinOrb 5 = sinOrb 0
    rw [c1, c5, c0, s1, s5, s0]; constructor <;> ring
  · show cosOrb 2 + cosOrb 0 = cosOrb 1 ∧ sinOrb 2 + sinOrb 0 = sinOrb 1
    rw [c2, c0, c1, s2, s0, s1]; constructor <;> ring
  · show cosOrb 3 + cosOrb 1 = cosOrb 2 ∧ sinOrb 3 + sinOrb 1 = sinOrb 2
    rw [c3, c1, c2, s3, s1, s2]; constructor <;> ring
  · show cosOrb 4 + cosOrb 2 = cosOrb 3 ∧ sinOrb 4 + sinOrb 2 = sinOrb 3
    rw [c4, c2, c3, s4, s2, s3]; constructor <;> ring
  · show cosOrb 5 + cosOrb 3 = cosOrb 4 ∧ sinOrb 5 + sinOrb 3 = sinOrb 4
    rw [c5, c3, c4, s5, s3, s4]; constructor <;> ring
  · show cosOrb 0 + cosOrb 4 = cosOrb 5 ∧ sinOrb 0 + sinOrb 4 = sinOrb 5
    rw [c0, c4, c5, s0, s4, s5]; constructor <;> ring
```

The density theorem uses $\sin^2+\cos^2=1$ directly.

```lean
/-- The summed density of the frontier pair is 1/3 on every atom. -/
theorem pair_density (m : Fin 6) : cosOrb m ^ 2 + sinOrb m ^ 2 = 1 / 3 := by
  unfold cosOrb sinOrb
  rw [div_pow, div_pow, Real.sq_sqrt (by norm_num)]
  linear_combination (1 / 3) * Real.sin_sq_add_cos_sq (π * ((m : ℕ) : ℝ) / 3)
```

Q: And the eigenvalues?

A: `levels_one_atom` says that the set of levels equals $\{0,d/3\}$, for every atom and every real $d$. After reducing the matrix to $P$, the proof keeps only the fact $c^2+s^2=1/3$. The step `key` is the contraction $(e-d/3)\,a=0$, and its two factors give the two cases above. The converse supplies the eigenvectors $(-s,c)$ and $(c,s)$ without their factor $\sqrt3$; they are nonzero because their squared length is $1/3$. A comment in the code calls the second combination concentrated on the perturbed atom; once normalised, it has density $1/3$ there and also $1/3$ on the opposite atom.

```lean
/-- A potential `d` on one atom, projected on the frontier pair, has exactly the levels
0 and `d/3`. -/
theorem levels_one_atom (m : Fin 6) (d : ℝ) :
    levels (projected (Pi.single m d)) = {0, d / 3} := by
  have hn := pair_density m
  have hP : projected (Pi.single m d) =
      !![d * cosOrb m ^ 2, d * (cosOrb m * sinOrb m);
         d * (cosOrb m * sinOrb m), d * sinOrb m ^ 2] := by
    simp [projected, Pi.single_apply]
  rw [hP]
  generalize cosOrb m = c at hn ⊢
  generalize sinOrb m = s at hn ⊢
  ext e
  simp only [levels, Set.mem_ofPred_eq, Set.mem_insert_iff, Set.mem_singleton_iff]
  constructor
  · rintro ⟨v, hv, h⟩
    have h0 : d * c ^ 2 * v 0 + d * (c * s) * v 1 = e * v 0 := by
      simpa [Matrix.mulVec, dotProduct, Fin.sum_univ_two] using congrFun h 0
    have h1 : d * (c * s) * v 0 + d * s ^ 2 * v 1 = e * v 1 := by
      simpa [Matrix.mulVec, dotProduct, Fin.sum_univ_two] using congrFun h 1
    -- contract the eigenvalue equation with the amplitudes on the perturbed atom
    have key : (e - d / 3) * (c * v 0 + s * v 1) = 0 := by
      linear_combination -c * h0 - s * h1 + d * (c * v 0 + s * v 1) * hn
    rcases mul_eq_zero.mp key with h2 | h2
    · right
      linarith
    · left
      by_contra he
      have e0 : e * v 0 = 0 := by linear_combination d * c * h2 - h0
      have e1 : e * v 1 = 0 := by linear_combination d * s * h2 - h1
      apply hv
      ext i
      fin_cases i
      · exact (mul_eq_zero.mp e0).resolve_left he
      · exact (mul_eq_zero.mp e1).resolve_left he
  · rintro (rfl | rfl)
    · -- the combination with a node on the perturbed atom
      refine ⟨![-s, c], ?_, ?_⟩
      · intro h
        have a : s = 0 := by simpa using congrFun h 0
        have b : c = 0 := by simpa using congrFun h 1
        rw [a, b] at hn
        norm_num at hn
      · ext i
        fin_cases i <;> simp [Matrix.mulVec, dotProduct, Fin.sum_univ_two] <;> ring
    · -- the combination concentrated on the perturbed atom
      refine ⟨![c, s], ?_, ?_⟩
      · intro h
        have a : c = 0 := by simpa using congrFun h 0
        have b : s = 0 := by simpa using congrFun h 1
        rw [a, b] at hn
        norm_num at hn
      · have a : d * c ^ 2 * c + d * (c * s) * s = d / 3 * c := by
          linear_combination d * c * hn
        have b : d * (c * s) * c + d * s ^ 2 * s = d / 3 * s := by
          linear_combination d * s * hn
        ext i
        fin_cases i
        · simpa [Matrix.mulVec, dotProduct, Fin.sum_univ_two] using a
        · simpa [Matrix.mulVec, dotProduct, Fin.sum_univ_two] using b
```

The supremum and infimum of a two-element set are its maximum and minimum.

```lean
/-- The highest level is `max(0, d/3)` and the lowest is `min(0, d/3)`. -/
theorem highest_lowest_eq (m : Fin 6) (d : ℝ) :
    highest m d = max 0 (d / 3) ∧ lowest m d = min 0 (d / 3) := by
  unfold highest lowest
  rw [levels_one_atom]
  exact ⟨csSup_pair _ _, csInf_pair _ _⟩
```

Q: How is the missing derivative stated?

A: By three claims: a derivative $1/3$ within $[0,\infty)$, a derivative $0$ within $(-\infty,0]$, and no two-sided derivative at $0$. On each half-line the proof replaces the highest level by the linear function it equals there. A two-sided derivative would have to agree with both slopes, which would give $1/3=0$.

```lean
/-- At `d = 0` the highest level has right slope 1/3 and left slope 0, and it is not
differentiable there. -/
theorem highest_not_differentiable (m : Fin 6) :
    HasDerivWithinAt (highest m) (1 / 3) (Set.Ici 0) 0 ∧
    HasDerivWithinAt (highest m) 0 (Set.Iic 0) 0 ∧
    ¬ DifferentiableAt ℝ (highest m) 0 := by
  have hz : highest m 0 = 0 := by
    rw [(highest_lowest_eq m 0).1]
    simp
  have hR : HasDerivWithinAt (highest m) (1 / 3) (Set.Ici 0) 0 := by
    have h : HasDerivWithinAt (fun d : ℝ => d / 3) (1 / 3) (Set.Ici 0) 0 :=
      ((hasDerivAt_id' (0 : ℝ)).div_const 3).hasDerivWithinAt
    refine h.congr (fun x hx => ?_) (by rw [hz]; simp)
    have hx' : (0 : ℝ) ≤ x := hx
    rw [(highest_lowest_eq m x).1]
    exact max_eq_right (by linarith)
  have hL : HasDerivWithinAt (highest m) 0 (Set.Iic 0) 0 := by
    have h : HasDerivWithinAt (fun _ : ℝ => (0 : ℝ)) 0 (Set.Iic 0) 0 :=
      (hasDerivAt_const (0 : ℝ) (0 : ℝ)).hasDerivWithinAt
    refine h.congr (fun x hx => ?_) hz
    have hx' : x ≤ (0 : ℝ) := hx
    rw [(highest_lowest_eq m x).1]
    exact max_eq_left (by linarith)
  refine ⟨hR, hL, fun h => ?_⟩
  -- a two-sided derivative would have to equal both slopes
  have a := (uniqueDiffWithinAt_Ici (0 : ℝ)).eq_deriv _ h.hasDerivAt.hasDerivWithinAt hR
  have b := (uniqueDiffWithinAt_Iic (0 : ℝ)).eq_deriv _ h.hasDerivAt.hasDerivWithinAt hL
  rw [a] at b
  norm_num at b
```

For the sum, $\max(0,x)+\min(0,x)=x$ removes the kink.

```lean
/-- The sum of the two levels is differentiable at every `d`, with slope 1/3. -/
theorem level_sum_hasDerivAt (m : Fin 6) (d : ℝ) :
    HasDerivAt (fun x => highest m x + lowest m x) (1 / 3) d := by
  have h : (fun x => highest m x + lowest m x) = fun x : ℝ => x / 3 := by
    funext x
    rw [(highest_lowest_eq m x).1, (highest_lowest_eq m x).2, max_add_min, zero_add]
  rw [h]
  exact (hasDerivAt_id' d).div_const 3

end

end BenzeneFrontierLevels
```

```lean
#print axioms BenzeneFrontierLevels.orbitals_degenerate
#print axioms BenzeneFrontierLevels.levels_one_atom
#print axioms BenzeneFrontierLevels.highest_not_differentiable
#print axioms BenzeneFrontierLevels.level_sum_hasDerivAt
```

```
'BenzeneFrontierLevels.orbitals_degenerate' depends on axioms: [propext, Classical.choice, Quot.sound]
'BenzeneFrontierLevels.levels_one_atom' depends on axioms: [propext, Classical.choice, Quot.sound]
'BenzeneFrontierLevels.highest_not_differentiable' depends on axioms: [propext, Classical.choice, Quot.sound]
'BenzeneFrontierLevels.level_sum_hasDerivAt' depends on axioms: [propext, Classical.choice, Quot.sound]
```

Q: What should I take from this for Fukui functions?

A: For non-interacting electrons, the Fukui value of an atom for the removal of an electron is the derivative of the highest occupied level with respect to a potential on that atom, when this derivative exists. In this non-interacting model restricted to two orbitals, the response of the highest level to a potential on one atom depends on the sign of the potential, so a single frontier-orbital Fukui value for that atom is not defined by differentiation. The sum over the pair does have a well-defined response, $1/3$ on each atom. Over the ring this adds up to 2, one for each orbital, whereas a Fukui function adds up to 1; the average over the pair, $1/6$ on each atom, has that normalisation. Electron interaction and relaxation of the ring geometry are absent from the model.
